# Evaluating the coupling polynomial det(S + tW) at a complex number

For an overlap matrix S and a coupling matrix W between two sets of occupied orbitals, `couplingPoly` is the determinant det(S + tW) with t kept as a formal variable. The theorem `eval_couplingPoly` states that putting any complex number t into this polynomial gives the determinant of the numerical matrix S + tW. S and W are arbitrary complex square matrices over the same finite index set, and neither orthogonality nor invertibility is assumed. The attempt treats evaluation at t as a ring homomorphism, moves it inside the determinant, and then compares the two matrices entry by entry, leaving each entry to `simp`.

An attempt in Lean 4 with a fault in it:

```lean
import Mathlib

open Polynomial
open scoped Matrix

namespace NonorthogonalZeroOverlaps

noncomputable section

variable {n : Type*} [Fintype n] [DecidableEq n]

/-- The polynomial det(S + tW) in the formal coupling parameter t, for an overlap matrix S
and a coupling matrix W between two sets of occupied orbitals. -/
def couplingPoly (S W : Matrix n n ℂ) : ℂ[X] :=
  Matrix.det (RingHom.mapMatrix C S + (X : ℂ[X]) • RingHom.mapMatrix C W)

/-- At each complex number t the coupling polynomial takes the value det(S + tW). -/
theorem eval_couplingPoly (S W : Matrix n n ℂ) (t : ℂ) :
    (couplingPoly S W).eval t = (S + t • W).det := by
  unfold couplingPoly
  rw [← coe_evalRingHom, RingHom.map_det]
  refine congrArg Matrix.det (Matrix.ext fun i j => ?_)
  simp

end

end NonorthogonalZeroOverlaps
```

The compiler's answer:

```
Main.lean:19:51: error: unsolved goals
n : Type u_1
inst✝¹ : Fintype n
inst✝ : DecidableEq n
S W : Matrix n n ℂ
t : ℂ
i j : n
⊢ W i j * t = t * W i j
```

The mended proof, as a diff:

```diff
@@ -22,4 +22,5 @@
   refine congrArg Matrix.det (Matrix.ext fun i j => ?_)
   simp
+  ring
 
 end
```

Diagnosis. The file writes the parameter to the left of W on both sides, as `X • …` in the polynomial matrix and as `t • W` in the numerical one. It is `simp` that puts the factors in different orders. On the polynomial side the entry contains `X * C (W i j)`, and the simp lemma `Polynomial.X_mul_C` rewrites this to `C (W i j) * X`, with the constant first. Evaluating at t then gives `W i j * t`. On the numerical side the scalar multiple simply unfolds to `t * W i j`.

After cancelling the common term `S i j`, `simp` is left with `W i j * t = t * W i j`. This is true because complex multiplication is commutative, but `mul_comm` is not in the default simp set, so `simp` stops there. It raises no error of its own, because it has made progress. The proof then ends with this goal open, and Lean reports "unsolved goals" at the opening `by`.

The added `ring` proves identities in commutative rings, including reordered products, so it closes the remaining goal.
